# Kinetic correlation energy in a one-excitation RPA model as the correlation energy's magnitude times the ratio of bare gap to RPA frequency

The model has a single excitation with bare gap D > 0 and real coupling K, whose RPA frequency at coupling strength l ≥ 0 is Ω = √(D(D + 2lK)), with D + 2lK > 0 so that the excitation is stable. The correlation energy E is the integral of the adiabatic-connection integrand W(t) = (K/2)(D/Ω(t) − 1) from 0 to l, and the kinetic correlation energy is T = E − l W(l). The theorem `kinEnergy_eq_ratio` states that T = (D/Ω)(−E). The attempt substitutes the closed forms proved earlier, T = (Ω − D)²/(4Ω) and E = −(Ω − D)²/(4D), and leaves the remaining identity between fractions to `field_simp` and `ring`.

An attempt in Lean 4 with a fault in it:

```lean
import Mathlib

open Filter Topology

namespace RPAKineticCorrelation

noncomputable section

/-- RPA excitation frequency at coupling strength `l`, for bare gap `D` and coupling `K`,
on the domain `0 ≤ D * (D + 2 * l * K)`. -/
def freq (D K l : ℝ) : ℝ := √(D * (D + 2 * l * K))

/-- Adiabatic-connection integrand at coupling strength `l`, on the domain where the
frequency is nonzero. -/
def integrand (D K l : ℝ) : ℝ := K / 2 * (D / freq D K l - 1)

/-- Correlation energy at coupling strength `l`: the integrand accumulated from `0` to `l`. -/
def corrEnergy (D K l : ℝ) : ℝ := ∫ t in (0 : ℝ)..l, integrand D K t

/-- Kinetic correlation energy at coupling strength `l`: the correlation energy minus its
interaction part `l * integrand D K l`. -/
def kinEnergy (D K l : ℝ) : ℝ := corrEnergy D K l - l * integrand D K l

/-- The RPA frequency is positive for a stable excitation. -/
theorem freq_pos {D K l : ℝ} (hD : 0 < D) (h : 0 < D + 2 * l * K) : 0 < freq D K l :=
  Real.sqrt_pos.2 (mul_pos hD h)

/-- The square of the RPA frequency is `D * (D + 2 * l * K)`. -/
theorem freq_sq {D K l : ℝ} (hD : 0 < D) (h : 0 < D + 2 * l * K) :
    freq D K l ^ 2 = D * (D + 2 * l * K) :=
  Real.sq_sqrt (mul_pos hD h).le

/-- Without coupling the RPA frequency is the bare gap. -/
theorem freq_zero {D : ℝ} (K : ℝ) (hD : 0 < D) : freq D K 0 = D := by
  unfold freq
  rw [show D * (D + 2 * 0 * K) = D ^ 2 by ring, Real.sqrt_sq hD.le]

/-- The correlation energy is minus the squared shift of the excitation frequency,
divided by four times the bare gap. -/
theorem corrEnergy_eq {D K l : ℝ} (hD : 0 < D) (hl : 0 ≤ l) (h : 0 < D + 2 * l * K) :
    corrEnergy D K l = -(freq D K l - D) ^ 2 / (4 * D) := by
  -- the excitation is stable at every intermediate coupling
  have hst : ∀ t ∈ Set.uIcc 0 l, 0 < D + 2 * t * K := by
    intro t ht
    rw [Set.uIcc_of_le hl] at ht
    rcases le_total 0 K with hK | hK
    · nlinarith [mul_nonneg ht.1 hK]
    · nlinarith [mul_nonneg (sub_nonneg.2 ht.2) (neg_nonneg.2 hK)]
  -- an antiderivative of the integrand
  have hder : ∀ t ∈ Set.uIcc 0 l,
      HasDerivAt (fun s => (freq D K s - D - s * K) / 2) (integrand D K t) t := by
    intro t ht
    have h1 : HasDerivAt (fun s : ℝ => D * (D + 2 * s * K)) (2 * D * K) t := by
      have e : (fun s : ℝ => D * (D + 2 * s * K)) = fun s => D * D + 2 * D * K * s := by
        funext s
        ring
      rw [e]
      exact (((hasDerivAt_id' t).const_mul (2 * D * K)).const_add (D * D)).congr_deriv
        (by ring)
    have h2 : HasDerivAt (fun s => freq D K s) (2 * D * K / (2 * freq D K t)) t :=
      h1.sqrt (mul_pos hD (hst t ht)).ne'
    have h3 := ((h2.sub_const D).fun_sub ((hasDerivAt_id' t).mul_const K)).div_const 2
    refine h3.congr_deriv ?_
    unfold integrand
    ring
  have hc : Continuous (fun t => freq D K t) :=
    Real.continuous_sqrt.comp (by fun_prop)
  have hint : ContinuousOn (fun t => integrand D K t) (Set.uIcc 0 l) :=
    continuousOn_const.mul ((continuousOn_const.div hc.continuousOn
      (fun t ht => (freq_pos hD (hst t ht)).ne')).sub continuousOn_const)
  have he : corrEnergy D K l = (freq D K l - D - l * K) / 2 := by
    unfold corrEnergy
    rw [intervalIntegral.integral_eq_sub_of_hasDerivAt hder hint.intervalIntegrable,
      freq_zero K hD]
    ring
  -- the frequency relation completes the square
  rw [he, eq_div_iff (by positivity)]
  linear_combination freq_sq hD h

/-- The kinetic correlation energy is the squared shift of the excitation frequency divided
by four times the RPA frequency, and it is positive at any nonzero coupling. -/
theorem kinEnergy_eq_and_pos {D K l : ℝ} (hD : 0 < D) (hl : 0 ≤ l)
    (h : 0 < D + 2 * l * K) :
    kinEnergy D K l = (freq D K l - D) ^ 2 / (4 * freq D K l) ∧
      (l * K ≠ 0 → 0 < kinEnergy D K l) := by
  have hp := freq_pos hD h
  have hsq := freq_sq hD h
  have hne := hp.ne'
  have hD' := hD.ne'
  have key : kinEnergy D K l = (freq D K l - D) ^ 2 / (4 * freq D K l) := by
    -- eliminate the coupling in favour of the frequency
    have hlK : l * K = (freq D K l ^ 2 - D ^ 2) / (2 * D) := by
      rw [eq_div_iff (by positivity)]
      linear_combination -hsq
    have hW : l * integrand D K l = l * K * (D / freq D K l - 1) / 2 := by
      unfold integrand
      ring
    unfold kinEnergy
    rw [corrEnergy_eq hD hl h, hW, hlK]
    field_simp
    ring
  refine ⟨key, fun hlK => ?_⟩
  -- an unshifted frequency would force the coupling to vanish
  have hshift : freq D K l - D ≠ 0 := by
    intro h0
    have h1 : freq D K l = D := sub_eq_zero.1 h0
    rw [h1] at hsq
    have h2 : D * (l * K) = 0 := by linear_combination -hsq / 2
    exact (mul_ne_zero hD' hlK) h2
  rw [key]
  positivity

/-- The kinetic correlation energy is the magnitude of the correlation energy times the ratio
of the bare gap to the RPA frequency. -/
theorem kinEnergy_eq_ratio {D K l : ℝ} (hD : 0 < D) (hl : 0 ≤ l)
    (h : 0 < D + 2 * l * K) :
    kinEnergy D K l = D / freq D K l * (-corrEnergy D K l) := by
  have hne := (freq_pos hD h).ne'
  have hD' := hD.ne'
  rw [(kinEnergy_eq_and_pos hD hl h).1, corrEnergy_eq hD hl h]
  field_simp
  ring

end

end RPAKineticCorrelation
```

The error:

```
Main.lean:122:2: error: No goals to be solved
```

The message "No goals to be solved" points to the final `ring`: when Lean reaches it, the theorem is already proved. After the `rw`, the goal is (Ω − D)²/(4Ω) = (D/Ω) · (−(−(Ω − D)²/(4D))), with Ω standing for `freq D K l`. The hypotheses `hne` and `hD'` say that Ω and D are nonzero, so `field_simp` may cancel the D on the right and clear the denominators. The two sides then agree, and `field_simp` closes the goal itself instead of leaving a polynomial identity behind. A `ring` called with no goal left is an error, even though the mathematics is complete.

The diff deletes that `ring`, and the proof ends with `field_simp`. The statement and the rest of the argument are unchanged.

As a diff, the version that Lean accepts:

```diff
@@ -120,5 +120,4 @@
   rw [(kinEnergy_eq_and_pos hD hl h).1, corrEnergy_eq hD hl h]
   field_simp
-  ring
 
 end
```
